# Unlinked and linked coupled-cluster equations can disagree when a projection state is left out

A projected coupled-cluster calculation requires the Schrödinger equation to hold only on a chosen set of projection states, and the equation can be projected either directly or after a similarity transformation by the exponential of the cluster operator. The two forms are equivalent when the cluster operator is nilpotent and does not lead from omitted states into the chosen set; a three-state Hermitian model shows that they can differ when the second condition fails.

In Lean 4 with Mathlib:

```lean
import Mathlib

open Matrix

namespace CoupledClusterProjection

noncomputable section

variable {n : Type*} [Fintype n] [DecidableEq n]

/-- The unlinked coupled-cluster residual `(H - E) exp(T) φ`, for nilpotent `T`. -/
def unlinkedResidual (H T : Matrix n n ℂ) (E : ℂ) (φ : n → ℂ) : n → ℂ :=
  H *ᵥ (IsNilpotent.exp T *ᵥ φ) - E • (IsNilpotent.exp T *ᵥ φ)

/-- The linked coupled-cluster residual `exp(-T) H exp(T) φ - E φ`, for nilpotent `T`. -/
def linkedResidual (H T : Matrix n n ℂ) (E : ℂ) (φ : n → ℂ) : n → ℂ :=
  (IsNilpotent.exp (-T) * H * IsNilpotent.exp T) *ᵥ φ - E • φ

/-- The projection set `S` is closed for `A` when `A` has no matrix element leading
from a basis state outside `S` to a basis state in `S`. -/
def ClosedFor (A : Matrix n n ℂ) (S : Set n) : Prop :=
  ∀ i ∈ S, ∀ j ∉ S, A i j = 0

/-- For nilpotent `T`, the linked residual is `exp(-T)` applied to the unlinked residual. -/
theorem linked_eq_exp_neg_mulVec (H T : Matrix n n ℂ) (E : ℂ) (φ : n → ℂ)
    (hT : IsNilpotent T) :
    linkedResidual H T E φ = IsNilpotent.exp (-T) *ᵥ unlinkedResidual H T E φ := by
  unfold linkedResidual unlinkedResidual
  simp only [Matrix.mulVec_sub, Matrix.mulVec_smul, Matrix.mulVec_mulVec,
    IsNilpotent.exp_neg_mul_exp_self hT, Matrix.one_mulVec, Matrix.mul_assoc]

/-- If a projection set is closed for a nilpotent operator, it is closed for the
exponential of that operator. -/
theorem ClosedFor.exp {T : Matrix n n ℂ} {S : Set n} (hS : ClosedFor T S)
    (hT : IsNilpotent T) : ClosedFor (IsNilpotent.exp T) S := by
  -- every power of `T` inherits the vanishing block
  have hpow : ∀ k : ℕ, ClosedFor (T ^ k) S := by
    intro k
    induction k with
    | zero =>
      intro i hi j hj
      have hij : i ≠ j := fun h => hj (h ▸ hi)
      rw [pow_zero, Matrix.one_apply_ne hij]
    | succ k ih =>
      intro i hi j hj
      rw [pow_succ, Matrix.mul_apply]
      refine Finset.sum_eq_zero fun l _ => ?_
      by_cases hl : l ∈ S
      · rw [hS l hl j hj, mul_zero]
      · rw [ih i hi l hl, zero_mul]
  obtain ⟨k, hk⟩ := hT
  intro i hi j hj
  rw [IsNilpotent.exp_eq_sum hk, Matrix.sum_apply]
  refine Finset.sum_eq_zero fun m _ => ?_
  rw [Matrix.smul_apply, hpow m i hi j hj, smul_zero]

omit [DecidableEq n] in
/-- An operator for which `S` is closed maps vectors without components on `S` to
vectors without components on `S`. -/
theorem ClosedFor.mulVec_eq_zero {A : Matrix n n ℂ} {S : Set n} (hA : ClosedFor A S)
    {v : n → ℂ} (hv : ∀ i ∈ S, v i = 0) : ∀ i ∈ S, (A *ᵥ v) i = 0 := by
  intro i hi
  change ∑ j, A i j * v j = 0
  refine Finset.sum_eq_zero fun j _ => ?_
  by_cases hj : j ∈ S
  · rw [hv j hj, mul_zero]
  · rw [hA i hi j hj, zero_mul]

/-- For a nilpotent cluster operator and a projection set closed for it, the projected
linked and unlinked coupled-cluster equations are equivalent. -/
theorem linked_iff_unlinked (H T : Matrix n n ℂ) (E : ℂ) (φ : n → ℂ) (S : Set n)
    (hT : IsNilpotent T) (hS : ClosedFor T S) :
    (∀ i ∈ S, linkedResidual H T E φ i = 0) ↔
      (∀ i ∈ S, unlinkedResidual H T E φ i = 0) := by
  have hneg : ClosedFor (-T) S := by
    intro i hi j hj
    rw [Matrix.neg_apply, hS i hi j hj, neg_zero]
  constructor
  · intro h
    -- undo the similarity transformation with `exp(T)`
    have hback : unlinkedResidual H T E φ =
        IsNilpotent.exp T *ᵥ linkedResidual H T E φ := by
      rw [linked_eq_exp_neg_mulVec H T E φ hT, Matrix.mulVec_mulVec,
        IsNilpotent.exp_mul_exp_neg_self hT, Matrix.one_mulVec]
    rw [hback]
    exact (hS.exp hT).mulVec_eq_zero h
  · intro h
    rw [linked_eq_exp_neg_mulVec H T E φ hT]
    exact (hneg.exp hT.neg).mulVec_eq_zero h

/-- The three-state model Hamiltonian. -/
def hamiltonian : Matrix (Fin 3) (Fin 3) ℂ :=
  !![-1, 1, 0; 1, 0, -1; 0, -1, 2]

/-- The cluster operator `E_10 + E_21`, which takes `e0` to `e1` and `e1` to `e2`. -/
def cluster : Matrix (Fin 3) (Fin 3) ℂ :=
  !![0, 0, 0; 1, 0, 0; 0, 1, 0]

/-- The reference state `e0`. -/
def reference : Fin 3 → ℂ := ![1, 0, 0]

/-- Applying the model cluster operator twice leaves only the element from `e0` to `e2`. -/
theorem cluster_sq : cluster ^ 2 = !![0, 0, 0; 0, 0, 0; 1, 0, 0] := by
  rw [pow_two]
  ext i j
  fin_cases i <;> fin_cases j <;>
    simp [cluster, Matrix.mul_apply, Fin.sum_univ_succ]

/-- The third power of the model cluster operator vanishes. -/
theorem cluster_cube : cluster ^ 3 = 0 := by
  rw [pow_succ, cluster_sq]
  ext i j
  fin_cases i <;> fin_cases j <;>
    simp [cluster, Matrix.mul_apply, Fin.sum_univ_succ]

/-- The model cluster operator is nilpotent and the projection set `{e0, e1}` is closed
for it. -/
theorem linked_iff_unlinked_witness :
    IsNilpotent cluster ∧ ClosedFor cluster ({0, 1} : Set (Fin 3)) := by
  refine ⟨⟨3, cluster_cube⟩, ?_⟩
  intro i hi j hj
  fin_cases i <;> fin_cases j <;> simp_all [cluster]

/-- In the three-state model with `E = 0`, the full unlinked residual is `(0, 1/2, 0)`
and the full linked residual is `(0, 1/2, -1/2)`. -/
theorem model_residuals :
    unlinkedResidual hamiltonian cluster 0 reference = ![0, 1 / 2, 0] ∧
      linkedResidual hamiltonian cluster 0 reference = ![0, 1 / 2, -1 / 2] := by
  -- both exponential series stop after the quadratic term
  have hexp : IsNilpotent.exp cluster = !![1, 0, 0; 1, 1, 0; 1 / 2, 1, 1] := by
    rw [IsNilpotent.exp_eq_sum cluster_cube]
    simp only [Finset.sum_range_succ, Finset.sum_range_zero, pow_zero, pow_one, cluster_sq]
    ext i j
    fin_cases i <;> fin_cases j <;> simp [cluster, Rat.smul_def]
  have hcube : (-cluster) ^ 3 = 0 := by
    rw [neg_pow, cluster_cube, mul_zero]
  have hexpneg : IsNilpotent.exp (-cluster) = !![1, 0, 0; -1, 1, 0; 1 / 2, -1, 1] := by
    rw [IsNilpotent.exp_eq_sum hcube]
    simp only [Finset.sum_range_succ, Finset.sum_range_zero, pow_zero, pow_one, neg_sq,
      cluster_sq]
    ext i j
    fin_cases i <;> fin_cases j <;> simp [cluster, Rat.smul_def]
  have hun : unlinkedResidual hamiltonian cluster 0 reference = ![0, 1 / 2, 0] := by
    unfold unlinkedResidual
    rw [hexp, zero_smul, sub_zero]
    ext i
    fin_cases i <;>
      simp [hamiltonian, reference, Matrix.mulVec, dotProduct, Fin.sum_univ_succ]
    all_goals norm_num
  refine ⟨hun, ?_⟩
  rw [linked_eq_exp_neg_mulVec _ _ _ _ ⟨3, cluster_cube⟩, hun, hexpneg]
  ext i
  fin_cases i <;>
    simp [Matrix.mulVec, dotProduct, Fin.sum_univ_succ]
  all_goals norm_num

/-- For the Hermitian model Hamiltonian and `E = 0`, the unlinked residual vanishes on `e0`
and `e2`, the linked residual has `e2` component `-1/2`, and `{e0, e2}` is not closed for
the cluster operator. -/
theorem unlinked_not_imp_linked :
    hamiltonian.IsHermitian ∧
      (∀ i ∈ ({0, 2} : Set (Fin 3)),
        unlinkedResidual hamiltonian cluster 0 reference i = 0) ∧
      linkedResidual hamiltonian cluster 0 reference 2 = -1 / 2 ∧
      ¬ ClosedFor cluster ({0, 2} : Set (Fin 3)) := by
  refine ⟨?_, ?_, ?_, ?_⟩
  · ext i j
    fin_cases i <;> fin_cases j <;> simp [hamiltonian, Matrix.conjTranspose_apply]
  · intro i hi
    rw [model_residuals.1]
    rcases hi with rfl | rfl <;> simp
  · rw [model_residuals.2]
    simp
  · -- the omitted state `e1` is coupled into `e2`
    intro h
    have h21 := h 2 (by simp) 1 (by simp)
    simp [cluster] at h21

end

end CoupledClusterProjection
```

```lean
#print axioms CoupledClusterProjection.linked_iff_unlinked
#print axioms CoupledClusterProjection.unlinked_not_imp_linked
```

```
'CoupledClusterProjection.linked_iff_unlinked' depends on axioms: [propext, Classical.choice, Quot.sound]
'CoupledClusterProjection.unlinked_not_imp_linked' depends on axioms: [propext, Classical.choice, Quot.sound]
```

## Two residuals related by an exponential

Let $H$ be the Hamiltonian, $T$ the cluster operator, $\varphi$ the reference state and $E$ a trial energy. The unlinked and linked residuals are

$$u=(H-E)e^{T}\varphi,\qquad \ell=e^{-T}He^{T}\varphi-E\varphi .$$

Since $e^{-T}e^{T}=1$,

$$e^{-T}u=e^{-T}He^{T}\varphi-E\,e^{-T}e^{T}\varphi=\ell,\qquad u=e^{T}\ell .$$

If all components are kept, one residual vanishes exactly when the other does. With projection onto a set $S$ of basis states, only the components in $S$ must vanish. A component of $u$ on an omitted state may survive, and $e^{-T}$ may carry it into $S$.

This transfer is excluded if $T_{ij}=0$ whenever $i\in S$ and $j\notin S$. The index $j$ labels the initial state and $i$ the final one, so the condition says that $T$ has no element from an omitted state into $S$. Powers of $T$ inherit it. For $T^0=1$ it holds because $i\neq j$. For the next power,

$$(T^{k+1})_{ij}=\sum_l (T^k)_{il}T_{lj}.$$

If $l\in S$, the factor $T_{lj}$ vanishes; if $l\notin S$, the factor $(T^k)_{il}$ vanishes by the induction hypothesis. Hence $e^T$, a finite sum of powers for nilpotent $T$, satisfies the condition, and so does $e^{-T}$, because $-T$ has the same zero elements.

Now let $A$ be either exponential and let $v$ be a vector with no components in $S$. For $i\in S$,

$$(Av)_i=\sum_{j\in S}A_{ij}v_j+\sum_{j\notin S}A_{ij}v_j=0,$$

since $v_j=0$ in the first sum and $A_{ij}=0$ in the second. Taking $A=e^{-T}$ and $v=u$ gives the linked equations from the unlinked ones; taking $A=e^T$ and $v=\ell$ gives the converse.

## A residual that leaks from $e_1$ into $e_2$

The model has orthonormal basis states $e_0,e_1,e_2$, reference $\varphi=e_0$, energy $E=0$ and

$$H=\begin{pmatrix}-1&1&0\\1&0&-1\\0&-1&2\end{pmatrix},\qquad Te_0=e_1,\quad Te_1=e_2,\quad Te_2=0 .$$

Thus $T^2e_0=e_2$ and $T^3=0$, which gives

$$e^Te_0=e_0+e_1+\tfrac12e_2=(1,1,\tfrac12).$$

Applying $H$,

$$u=(-1+1,\;1-\tfrac12,\;-1+1)=(0,\tfrac12,0).$$

The unlinked equations on $\{e_0,e_2\}$ are therefore satisfied. The remaining residual lies on the omitted state $e_1$, and the inverse exponential acts on it as $e^{-T}e_1=e_1-e_2$. Hence

$$\ell=\tfrac12(e_1-e_2)=(0,\tfrac12,-\tfrac12),$$

and the linked equation on $e_2$ fails. The matrix element responsible is $T_{21}=1$.

## What the theorems state

States are functions `n → ℂ` on a finite index type `n`, and operators are complex square matrices acting by `*ᵥ`. The definitions `unlinkedResidual` and `linkedResidual` are $u$ and $\ell$. The exponential is `IsNilpotent.exp`, the terminating series, and the general theorems about it assume `IsNilpotent T`. This assumption reflects the fact that excitations out of a reference in a finite space eventually run out of states to reach.

`ClosedFor A S` is the condition on matrix elements, with rows in `S` and columns outside it. Under nilpotency and closure, `linked_iff_unlinked` states that all linked components on `S` vanish if and only if all unlinked components on `S` do. It requires neither a Hermitian $H$ nor a normalised $\varphi$, and $E$ may be any complex number. Closure is a sufficient condition here; the theorem does not make it necessary.

`unlinked_not_imp_linked` collects the facts about the model: `hamiltonian` is Hermitian, the unlinked residual vanishes on $e_0$ and $e_2$, the linked residual has $e_2$ component $-1/2$, and $\{e_0,e_2\}$ is not closed for `cluster`. By contrast, `linked_iff_unlinked_witness` shows that the same nilpotent operator does have $\{e_0,e_1\}$ as a closed set.

The matrices are not derived from a molecular Hamiltonian, and the amplitudes in $T$ are fixed at one. The theorems compare equations at a given $T$ and $E$; they do not address whether solutions exist or how accurate they are. Within this finite-matrix setting, the result bears on electronic-structure methods with selected projection states: changing from one form of the equations to the other is safe when the selection is closed for the nilpotent cluster operator. Standard CCSD meets this condition: it keeps the reference and all single and double excitations, and its cluster operator only raises the excitation rank, so nothing leads from the omitted higher excitations back into the set.

## How the proof follows the algebra

`linked_eq_exp_neg_mulVec` proves $\ell=e^{-T}u$ by distributing the matrix over the difference and cancelling the exponentials. `ClosedFor.exp` contains the induction on powers, with the case split on whether the intermediate state `l` belongs to `S`, and then sums the exponential series term by term. `ClosedFor.mulVec_eq_zero` is the split of $(Av)_i$ into contributions from inside and outside `S`. The equivalence combines these lemmas, with `hback` supplying $u=e^T\ell$ for the direction from linked to unlinked.

For the model, `cluster_sq` and `cluster_cube` show that the series stops after the quadratic term. `model_residuals` computes both exponential matrices entry by entry, obtains $u$ by applying $H$, and then finds $\ell$ from the general relation $\ell=e^{-T}u$. The final theorem reads off the required components, checks the entries of $H$ for Hermiticity, and refutes closure by evaluating the supposed zero at row 2, column 1, where `cluster` has the entry 1.
